# Equal smearing of a two-level, two-electron model takes a temperature proportional to the gap

Two electrons in two spin-degenerate levels, a gap D > 0 apart and with Fermi occupations at temperature T > 0, have their chemical potential midway between the levels. The number of holes plus excited electrons then depends only on D/T and falls as D/T grows. Two gaps therefore give the same number exactly when the temperatures are in the ratio of the gaps.

This bears on fractional-occupation diagnostics of multireference character: in this non-interacting model with fixed levels, a functional that gives a wider gap needs a proportionally higher smearing temperature for the same number. The functional enters only through D, and the levels do not respond to the occupations.

```lean
import Mathlib

namespace FermiSmearingTwoLevel
```

A level of energy ε holds up to two electrons. Its occupation at chemical potential μ is written f(μ, ε), with T in energy units (Boltzmann's constant times temperature). In Lean it is `fermiOcc T μ ε`.

```lean
/-- Fermi occupation of a spin-degenerate level of energy `ε` at chemical potential `μ` and
temperature `T ≠ 0` (in energy units). -/
noncomputable def fermiOcc (T μ ε : ℝ) : ℝ := 2 / (1 + Real.exp ((ε - μ) / T))
```

The levels lie at −D/2 and D/2, so energies are measured from mid-gap. The electron count leaves μ free.

```lean
/-- Total number of electrons in the levels `-D/2` and `D/2`, for `T ≠ 0`. -/
noncomputable def electronCount (D T μ : ℝ) : ℝ :=
  fermiOcc T μ (-(D / 2)) + fermiOcc T μ (D / 2)
```

The smeared number adds the holes below to the electrons above. S(D, T) denotes its value at μ = 0, `smearedNumber D T 0`; part (c) justifies that choice of μ.

```lean
/-- Holes in the level `-D/2` plus electrons in the level `D/2`, for `T ≠ 0`. -/
noncomputable def smearedNumber (D T μ : ℝ) : ℝ :=
  (2 - fermiOcc T μ (-(D / 2))) + fermiOcc T μ (D / 2)
```

**(a)** Show that the occupation strictly increases with the chemical potential:

a < b ⇒ f(a, ε) < f(b, ε).

*Solution.* Since T > 0, (ε − b)/T < (ε − a)/T. The exponential preserves this order, so f(b, ε) has the smaller positive denominator and is larger. The two inequalities in the code are these two steps.

```lean
/-- At positive temperature the occupation of a level strictly increases with the chemical
potential. -/
theorem fermiOcc_strictMono {T : ℝ} (hT : 0 < T) (ε : ℝ) :
    StrictMono (fun μ => fermiOcc T μ ε) := by
  intro a b hab
  show 2 / (1 + Real.exp ((ε - a) / T)) < 2 / (1 + Real.exp ((ε - b) / T))
  have h : Real.exp ((ε - b) / T) < Real.exp ((ε - a) / T) :=
    Real.exp_lt_exp.mpr (div_lt_div_of_pos_right (by linarith) hT)
  exact div_lt_div_of_pos_left two_pos (by positivity) (by linarith)
```

**(b)** Show that at μ = 0 the level −ε has as many holes as the level ε has electrons:

f(0, −ε) = 2 − f(0, ε).

*Solution.* Put y = exp(ε/T) > 0. Then

f(0, −ε) = 2/(1 + 1/y) = 2y/(1 + y) = 2 − 2/(1 + y).

The `generalize` step makes the same substitution, keeping only y > 0.

```lean
/-- Particle-hole symmetry: at zero chemical potential the level `-ε` has as many holes as the
level `ε` has electrons. -/
theorem fermiOcc_particle_hole (T ε : ℝ) :
    fermiOcc T 0 (-ε) = 2 - fermiOcc T 0 ε := by
  unfold fermiOcc
  rw [show (-ε - 0) / T = -((ε - 0) / T) by ring, Real.exp_neg]
  have hy : 0 < Real.exp ((ε - 0) / T) := Real.exp_pos _
  -- only the positivity of the exponential matters from here on
  generalize Real.exp ((ε - 0) / T) = y at hy ⊢
  have h1 : 1 + y ≠ 0 := by positivity
  have h2 : 1 + y⁻¹ = (1 + y) / y := by
    rw [eq_div_iff hy.ne', add_mul, one_mul, inv_mul_cancel₀ hy.ne', add_comm]
  rw [h2, div_div_eq_mul_div, eq_sub_iff_add_eq, ← add_div, div_eq_iff h1]
  ring
```

**(c)** Find every chemical potential that gives two electrons:

f(μ, −D/2) + f(μ, D/2) = 2 ⇔ μ = 0.

*Solution.* Part (b) with ε = D/2 gives two electrons at μ = 0. By (a) the count is a sum of strictly increasing functions of μ, so it takes the value 2 only once; in Lean this is `hm.injective`.

```lean
/-- At positive temperature the two levels hold two electrons exactly when the chemical
potential is zero. -/
theorem electronCount_eq_two_iff {T : ℝ} (hT : 0 < T) (D μ : ℝ) :
    electronCount D T μ = 2 ↔ μ = 0 := by
  have h0 : electronCount D T 0 = 2 := by
    unfold electronCount
    linarith [fermiOcc_particle_hole T (D / 2)]
  have hm : StrictMono (electronCount D T) := fun a b hab =>
    add_lt_add (fermiOcc_strictMono hT _ hab) (fermiOcc_strictMono hT _ hab)
  constructor
  · intro h
    exact hm.injective (h.trans h0.symm)
  · rintro rfl
    exact h0
```

**(d)** Evaluate the smeared number at μ = 0:

S(D, T) = 4/(1 + exp(D/(2T))).

*Solution.* By (b) the holes equal the excited electrons, so

S(D, T) = 2 f(0, D/2) = 2 · 2/(1 + exp(D/(2T))).

The Lean statements of (b), (d) and (f) have no condition on the temperature; they are read here for positive temperatures. At T = 0 they hold merely through Lean's convention x/0 = 0 and have no physical meaning.

```lean
/-- At zero chemical potential, holes plus excited electrons number `4 / (1 + exp (D / (2T)))`. -/
theorem smearedNumber_formula (D T : ℝ) :
    smearedNumber D T 0 = 4 / (1 + Real.exp (D / (2 * T))) := by
  have h2 : fermiOcc T 0 (D / 2) = 2 / (1 + Real.exp (D / (2 * T))) := by
    unfold fermiOcc
    rw [show (D / 2 - 0) / T = D / (2 * T) by ring]
  unfold smearedNumber
  rw [fermiOcc_particle_hole, h2]
  ring
```

**(e)** Add to (c) and (d) the bound, for D, T > 0,

S(D, T) < 2.

*Solution.* Here D/(2T) > 0, so the exponential exceeds 1 and the denominator exceeds 2. At D = 0 the number is exactly 2, so D ≥ 0 would not suffice. At fixed D > 0, the formula tends to 0 as T → 0⁺ and to 2 as T → ∞.

```lean
/-- For a positive gap and temperature, two electrons fix the chemical potential at zero; there
the holes plus excited electrons number `4 / (1 + exp (D / (2T)))`, which is below 2. -/
theorem two_level_smearing {D T : ℝ} (hD : 0 < D) (hT : 0 < T) :
    (∀ μ, electronCount D T μ = 2 ↔ μ = 0) ∧
      smearedNumber D T 0 = 4 / (1 + Real.exp (D / (2 * T))) ∧
      smearedNumber D T 0 < 2 := by
  refine ⟨electronCount_eq_two_iff hT D, smearedNumber_formula D T, ?_⟩
  have h : 1 < Real.exp (D / (2 * T)) := Real.one_lt_exp_iff.mpr (by positivity)
  rw [smearedNumber_formula, div_lt_iff₀ (by positivity)]
  linarith
```

**(f)** Compare two systems at temperatures T₁, T₂ > 0:

S(D₁, T₁) < S(D₂, T₂) ⇔ D₂/T₂ < D₁/T₁.

*Solution.* With equal numerators, the smaller fraction has the larger denominator. The left side therefore says exp(D₂/(2T₂)) < exp(D₁/(2T₁)), which is the right side because the exponential is strictly increasing. The rewrites follow this order.

```lean
/-- At zero chemical potential the smeared number is strictly decreasing in the ratio of gap to
temperature: of two systems, the one with the larger ratio has the smaller number. -/
theorem smearedNumber_lt_iff (D₁ T₁ D₂ T₂ : ℝ) :
    smearedNumber D₁ T₁ 0 < smearedNumber D₂ T₂ 0 ↔ D₂ / T₂ < D₁ / T₁ := by
  have e : ∀ D T : ℝ, D / (2 * T) = D / T / 2 := by
    intro D T
    ring
  rw [smearedNumber_formula, smearedNumber_formula,
    div_lt_div_iff_of_pos_left (by norm_num) (by positivity) (by positivity),
    add_lt_add_iff_left, Real.exp_lt_exp, e, e]
  constructor <;> intro h <;> linarith
```

**(g)** For D₁, T₁, T₂ > 0, find when the numbers agree:

S(D₁, T₁) = S(D₂, T₂) ⇔ T₂ = (D₂/D₁) T₁.

*Solution.* If the numbers agree, neither is smaller, so by (f) neither ratio is smaller and D₁/T₁ = D₂/T₂. Conversely, equal ratios give equal numbers by (d). This equivalence is `key`; cross-multiplying gives D₁T₂ = D₂T₁, and dividing by D₁ finishes.

```lean
/-- At positive temperatures and zero chemical potential, a system of gap `D₂` has the same
smeared number as one of gap `D₁ > 0` exactly when the temperatures are in the ratio of the gaps. -/
theorem smearedNumber_eq_iff {D₁ T₁ T₂ : ℝ} (hD₁ : 0 < D₁) (hT₁ : 0 < T₁) (hT₂ : 0 < T₂)
    (D₂ : ℝ) :
    smearedNumber D₁ T₁ 0 = smearedNumber D₂ T₂ 0 ↔ T₂ = D₂ / D₁ * T₁ := by
  have key : smearedNumber D₁ T₁ 0 = smearedNumber D₂ T₂ 0 ↔ D₁ / T₁ = D₂ / T₂ := by
    constructor
    · intro h
      exact le_antisymm
        (not_lt.mp fun hl => ((smearedNumber_lt_iff D₁ T₁ D₂ T₂).mpr hl).ne h)
        (not_lt.mp fun hl => ((smearedNumber_lt_iff D₂ T₂ D₁ T₁).mpr hl).ne h.symm)
    · intro h
      rw [smearedNumber_formula, smearedNumber_formula,
        show D₁ / (2 * T₁) = D₁ / T₁ / 2 by ring,
        show D₂ / (2 * T₂) = D₂ / T₂ / 2 by ring, h]
  rw [key, div_eq_div_iff hT₁.ne' hT₂.ne', div_mul_eq_mul_div, eq_div_iff hD₁.ne',
    mul_comm D₁ T₂]
```

**(h)** Let 0 < D₁ < D₂ and T₁, T₂ > 0, with equal smeared numbers. Show that

T₁ < T₂.

*Solution.* By (g), T₂ = (D₂/D₁) T₁, and D₂/D₁ > 1. Multiplying by T₁ > 0 gives the claim; `nlinarith` does this last step.

```lean
/-- At positive temperatures and zero chemical potential, if two systems with positive gaps have
the same smeared number, the one with the wider gap has the higher temperature. -/
theorem wider_gap_needs_higher_temperature {D₁ D₂ T₁ T₂ : ℝ} (hD₁ : 0 < D₁) (hD : D₁ < D₂)
    (hT₁ : 0 < T₁) (hT₂ : 0 < T₂)
    (h : smearedNumber D₁ T₁ 0 = smearedNumber D₂ T₂ 0) : T₁ < T₂ := by
  have h1 : 1 < D₂ / D₁ := (one_lt_div hD₁).mpr hD
  rw [(smearedNumber_eq_iff hD₁ hT₁ hT₂ D₂).mp h]
  nlinarith
```

**(i)** Given D > 0 and a target 0 < N < 2, show that exactly one positive temperature gives S(D, T) = N:

T = D/(2 log(4/N − 1)).

*Solution.* Since N < 2, 4/N − 1 > 1 and the logarithm is positive, so this temperature is positive. Setting (d) equal to N gives

exp(D/(2T)) = 4/N − 1,

and taking logarithms gives T. Conversely, this T gives D/(2T) = log(4/N − 1), so the denominator in (d) is 4/N and the number is N. The two branches after `constructor` are these two directions.

```lean
/-- For a positive gap and a target `N` strictly between 0 and 2, the temperature
`D / (2 log (4/N - 1))` is positive, and it is the only positive temperature at which the smeared
number at zero chemical potential equals `N`. -/
theorem smearing_temperature {D N : ℝ} (hD : 0 < D) (hN : 0 < N) (hN2 : N < 2) :
    0 < D / (2 * Real.log (4 / N - 1)) ∧
      ∀ T, 0 < T → (smearedNumber D T 0 = N ↔ T = D / (2 * Real.log (4 / N - 1))) := by
  have h2 : 2 < 4 / N := by
    rw [lt_div_iff₀ hN]
    linarith
  have hL : 0 < Real.log (4 / N - 1) := Real.log_pos (by linarith)
  have hL2 : 0 < 2 * Real.log (4 / N - 1) := mul_pos two_pos hL
  refine ⟨div_pos hD hL2, fun T hT => ?_⟩
  have hD0 : D ≠ 0 := hD.ne'
  have hT0 : T ≠ 0 := hT.ne'
  rw [smearedNumber_formula, div_eq_iff (by positivity)]
  constructor
  · intro h
    -- solve for the exponential, then take the logarithm
    have hexp : Real.exp (D / (2 * T)) = 4 / N - 1 := by
      rw [eq_sub_iff_add_eq, eq_div_iff hN.ne']
      linear_combination -h
    have hx : Real.log (4 / N - 1) = D / (2 * T) := by
      rw [← hexp, Real.log_exp]
    rw [hx]
    field_simp
  · intro h
    have h' := (eq_div_iff hL2.ne').mp h
    have hx : D / (2 * T) = Real.log (4 / N - 1) := by
      rw [div_eq_iff (by positivity)]
      linear_combination -h'
    have hc : N * (4 / N) = 4 := by field_simp
    rw [hx, Real.exp_log (by linarith)]
    linear_combination -hc

end FermiSmearingTwoLevel
```

```lean
#print axioms FermiSmearingTwoLevel.two_level_smearing
#print axioms FermiSmearingTwoLevel.wider_gap_needs_higher_temperature
#print axioms FermiSmearingTwoLevel.smearing_temperature
```

```
'FermiSmearingTwoLevel.two_level_smearing' depends on axioms: [propext, Classical.choice, Quot.sound]
'FermiSmearingTwoLevel.wider_gap_needs_higher_temperature' depends on axioms: [propext, Classical.choice, Quot.sound]
'FermiSmearingTwoLevel.smearing_temperature' depends on axioms: [propext, Classical.choice, Quot.sound]
```
